# Real symmetric d-d blocks with the mirrors z → -z and x ↔ y have six parameters, and three relations single out the two-centre [110] blocks

Each d orbital is represented by the symmetric 3×3 matrix $Q_a$ of its quadratic form, with $a = 0,\dots,4$ standing for $xy$, $3z^2-r^2$, $x^2-y^2$, $xz$, $yz$ in this order. A d-d block is a real 5×5 matrix $M$ whose entry $M_{ab}$ is the matrix element between orbital $a$ on one atom and orbital $b$ on its neighbour.

```lean
import Mathlib

open Matrix

namespace SlaterKoster110

noncomputable section

/-- The d orbitals xy, 3z²-r², x²-y², xz, yz (in this order), each given by the symmetric
matrix of its quadratic form. -/
def orbital : Fin 5 → Matrix (Fin 3) (Fin 3) ℝ :=
  ![!![0, √3 / 2, 0; √3 / 2, 0, 0; 0, 0, 0],
    !![-1 / 2, 0, 0; 0, -1 / 2, 0; 0, 0, 1],
    !![√3 / 2, 0, 0; 0, -(√3 / 2), 0; 0, 0, 0],
    !![0, 0, √3 / 2; 0, 0, 0; √3 / 2, 0, 0],
    !![0, 0, 0; 0, 0, √3 / 2; 0, √3 / 2, 0]]

/-- The matrix by which a spatial operation `R` acts on the five d orbitals. -/
def rep (R : Matrix (Fin 3) (Fin 3) ℝ) : Matrix (Fin 5) (Fin 5) ℝ :=
  Matrix.of fun a b => 2 / 3 * trace (orbital a * (R * orbital b * Rᵀ))

/-- The mirror z → -z. -/
def mirrorZ : Matrix (Fin 3) (Fin 3) ℝ := !![1, 0, 0; 0, 1, 0; 0, 0, -1]

/-- The mirror x ↔ y. -/
def mirrorXY : Matrix (Fin 3) (Fin 3) ℝ := !![0, 1, 0; 1, 0, 0; 0, 0, 1]

/-- The real symmetric d-d blocks that commute with both mirrors. -/
def mirrorInvariant : Submodule ℝ (Matrix (Fin 5) (Fin 5) ℝ) where
  carrier := {M | Mᵀ = M ∧ rep mirrorZ * M = M * rep mirrorZ ∧
    rep mirrorXY * M = M * rep mirrorXY}
  zero_mem' := by simp
  add_mem' := by
    rintro M N ⟨h1, h2, h3⟩ ⟨k1, k2, k3⟩
    exact ⟨by rw [transpose_add, h1, k1], by rw [mul_add, add_mul, h2, k2],
      by rw [mul_add, add_mul, h3, k3]⟩
  smul_mem' := by
    rintro c M ⟨h1, h2, h3⟩
    exact ⟨by rw [transpose_smul, h1], by rw [Matrix.mul_smul, Matrix.smul_mul, h2],
      by rw [Matrix.mul_smul, Matrix.smul_mul, h3]⟩

/-- The six-parameter block, written in the basis xy, 3z²-r², x²-y², xz, yz. -/
def mirrorBlock (A B C D F G : ℝ) : Matrix (Fin 5) (Fin 5) ℝ :=
  !![A, C, 0, 0, 0; C, B, 0, 0, 0; 0, 0, D, 0, 0;
    0, 0, 0, (F + G) / 2, (F - G) / 2; 0, 0, 0, (F - G) / 2, (F + G) / 2]

/-- The six-parameter block as a linear function of its parameters. -/
def mirrorBlockMap : (Fin 6 → ℝ) →ₗ[ℝ] Matrix (Fin 5) (Fin 5) ℝ where
  toFun p := mirrorBlock (p 0) (p 1) (p 2) (p 3) (p 4) (p 5)
  map_add' p q := by
    ext i j
    fin_cases i <;> fin_cases j <;> simp [mirrorBlock] <;> ring
  map_smul' c p := by
    ext i j
    fin_cases i <;> fin_cases j <;> simp [mirrorBlock] <;> ring

/-- The projector onto the bond direction `n`, for `n ≠ 0`. -/
def bondProj (n : Fin 3 → ℝ) : Matrix (Fin 3) (Fin 3) ℝ := (n ⬝ᵥ n)⁻¹ • vecMulVec n n

/-- The σ channel of a bond along `n ≠ 0`. -/
def sigmaChannel (n : Fin 3 → ℝ) : Matrix (Fin 5) (Fin 5) ℝ :=
  Matrix.of fun a b => trace (orbital a * bondProj n) * trace (orbital b * bondProj n)

/-- The π channel of a bond along `n ≠ 0`. -/
def piChannel (n : Fin 3 → ℝ) : Matrix (Fin 5) (Fin 5) ℝ :=
  Matrix.of fun a b =>
    4 / 3 * (trace (orbital a * bondProj n * orbital b) - sigmaChannel n a b)

/-- The two-centre d-d block of a bond along `n ≠ 0` with integrals ddσ, ddπ, ddδ. -/
def twoCentre (Vσ Vπ Vδ : ℝ) (n : Fin 3 → ℝ) : Matrix (Fin 5) (Fin 5) ℝ :=
  Vσ • sigmaChannel n + Vπ • piChannel n + Vδ • (1 - sigmaChannel n - piChannel n)

/-- The identity operation acts as the identity: the five orbitals are orthonormal. -/
theorem rep_one : rep 1 = 1 := by
  have h : √3 * √3 = 3 := Real.mul_self_sqrt (by norm_num)
  unfold rep orbital
  generalize √3 = s at h ⊢
  ext a b
  fin_cases a <;> fin_cases b <;>
    simp [trace_fin_three, Matrix.mul_apply, Fin.sum_univ_three, -mul_eq_zero] <;> linarith

set_option maxHeartbeats 400000 in
/-- The mirror z → -z reverses xz and yz; the mirror x ↔ y reverses x²-y² and exchanges
xz with yz. -/
theorem rep_mirrors : rep mirrorZ = diagonal ![1, 1, 1, -1, -1] ∧
    rep mirrorXY = !![1, 0, 0, 0, 0; 0, 1, 0, 0, 0; 0, 0, -1, 0, 0;
      0, 0, 0, 0, 1; 0, 0, 0, 1, 0] := by
  -- an operation that permutes the orbitals up to factors has the corresponding matrix
  have key : ∀ (R : Matrix (Fin 3) (Fin 3) ℝ) (c : Fin 5 → ℝ) (p : Fin 5 → Fin 5),
      (∀ b, R * orbital b * Rᵀ = c b • orbital (p b)) →
      rep R = Matrix.of fun a b => c b * (1 : Matrix (Fin 5) (Fin 5) ℝ) a (p b) := by
    intro R c p h
    ext a b
    have h1 := congrFun (congrFun rep_one a) (p b)
    simp only [rep, Matrix.of_apply, one_mul, transpose_one, mul_one] at h1 ⊢
    rw [h b, Matrix.mul_smul, trace_smul, smul_eq_mul, ← h1]
    ring
  constructor
  · rw [key mirrorZ ![1, 1, 1, -1, -1] ![0, 1, 2, 3, 4] (by
      intro b
      fin_cases b <;> ext i j <;> fin_cases i <;> fin_cases j <;>
        simp [mirrorZ, orbital, Matrix.mul_apply, Fin.sum_univ_three])]
    ext a b
    fin_cases a <;> fin_cases b <;> simp [Matrix.one_apply]
  · rw [key mirrorXY ![1, 1, -1, 1, 1] ![0, 1, 2, 4, 3] (by
      intro b
      fin_cases b <;> ext i j <;> fin_cases i <;> fin_cases j <;>
        simp [mirrorXY, orbital, Matrix.mul_apply, Fin.sum_univ_three])]
    ext a b
    fin_cases a <;> fin_cases b <;> simp [Matrix.one_apply]

/-- The combinations xz+yz and xz-yz are eigenvectors of the block, with eigenvalues
`F` and `G`. -/
theorem mirrorBlock_mulVec (A B C D F G : ℝ) :
    mirrorBlock A B C D F G *ᵥ ![0, 0, 0, 1, 1] = F • ![0, 0, 0, 1, 1] ∧
    mirrorBlock A B C D F G *ᵥ ![0, 0, 0, 1, -1] = G • ![0, 0, 0, 1, -1] := by
  constructor <;> ext i <;> fin_cases i <;>
    simp [mirrorBlock, mulVec, dotProduct, Fin.sum_univ_five] <;> ring

/-- Two six-parameter blocks are equal exactly when all six parameters agree. -/
theorem mirrorBlock_inj {A B C D F G A' B' C' D' F' G' : ℝ} :
    mirrorBlock A B C D F G = mirrorBlock A' B' C' D' F' G' ↔
      A = A' ∧ B = B' ∧ C = C' ∧ D = D' ∧ F = F' ∧ G = G' := by
  constructor
  · intro h
    have h1 : (F + G) / 2 = (F' + G') / 2 := congrArg (fun M => M 3 3) h
    have h2 : (F - G) / 2 = (F' - G') / 2 := congrArg (fun M => M 3 4) h
    exact ⟨congrArg (fun M => M 0 0) h, congrArg (fun M => M 1 1) h,
      congrArg (fun M => M 0 1) h, congrArg (fun M => M 2 2) h, by linarith, by linarith⟩
  · rintro ⟨rfl, rfl, rfl, rfl, rfl, rfl⟩
    rfl

/-- A real symmetric d-d block is invariant under both mirrors exactly when it has the
six-parameter form. -/
theorem mem_mirrorInvariant_iff (M : Matrix (Fin 5) (Fin 5) ℝ) :
    M ∈ mirrorInvariant ↔ ∃ A B C D F G, M = mirrorBlock A B C D F G := by
  change (Mᵀ = M ∧ rep mirrorZ * M = M * rep mirrorZ ∧
    rep mirrorXY * M = M * rep mirrorXY) ↔ _
  rw [rep_mirrors.1, rep_mirrors.2]
  constructor
  · rintro ⟨hT, hZ, hX⟩
    have hS : ∀ i j, M j i = M i j := fun i j => congrFun (congrFun hT i) j
    -- z → -z separates xz, yz from the other three orbitals
    have hz : ∀ i j, (![1, 1, 1, -1, -1] : Fin 5 → ℝ) i * M i j
        = M i j * (![1, 1, 1, -1, -1] : Fin 5 → ℝ) j := by
      intro i j
      have h := congrFun (congrFun hZ i) j
      rwa [diagonal_mul, mul_diagonal] at h
    have z03 : 1 * M 0 3 = M 0 3 * (-1) := hz 0 3
    have z04 : 1 * M 0 4 = M 0 4 * (-1) := hz 0 4
    have z13 : 1 * M 1 3 = M 1 3 * (-1) := hz 1 3
    have z14 : 1 * M 1 4 = M 1 4 * (-1) := hz 1 4
    have z23 : 1 * M 2 3 = M 2 3 * (-1) := hz 2 3
    have z24 : 1 * M 2 4 = M 2 4 * (-1) := hz 2 4
    -- x ↔ y isolates x²-y² and makes xz and yz equivalent
    have x02 := congrFun (congrFun hX 0) 2
    have x12 := congrFun (congrFun hX 1) 2
    have x34 := congrFun (congrFun hX 3) 4
    simp [Matrix.mul_apply, Fin.sum_univ_five] at x02 x12 x34
    refine ⟨M 0 0, M 1 1, M 0 1, M 2 2, M 3 3 + M 3 4, M 3 3 - M 3 4, ?_⟩
    ext i j
    fin_cases i <;> fin_cases j <;> simp [mirrorBlock] <;>
      linarith [hS 0 1, hS 0 2, hS 0 3, hS 0 4, hS 1 2, hS 1 3, hS 1 4, hS 2 3, hS 2 4, hS 3 4]
  · rintro ⟨A, B, C, D, F, G, rfl⟩
    refine ⟨?_, ?_, ?_⟩ <;> ext i j <;> fin_cases i <;> fin_cases j <;>
      simp [mirrorBlock, Matrix.mul_apply, Fin.sum_univ_five]

/-- The mirror-invariant real symmetric d-d blocks form a six-dimensional space. -/
theorem finrank_mirrorInvariant : Module.finrank ℝ mirrorInvariant = 6 := by
  have hr : LinearMap.range mirrorBlockMap = mirrorInvariant := by
    ext M
    rw [mem_mirrorInvariant_iff]
    constructor
    · rintro ⟨p, rfl⟩
      exact ⟨_, _, _, _, _, _, rfl⟩
    · rintro ⟨A, B, C, D, F, G, rfl⟩
      exact ⟨![A, B, C, D, F, G], rfl⟩
  have hinj : Function.Injective mirrorBlockMap := by
    intro p q h
    obtain ⟨h0, h1, h2, h3, h4, h5⟩ := mirrorBlock_inj.mp h
    funext i
    fin_cases i
    exacts [h0, h1, h2, h3, h4, h5]
  rw [← hr, LinearMap.finrank_range_of_inj hinj, Module.finrank_fin_fun]


/-- The two-centre block of a [110] bond, in terms of its σ, π and δ integrals. -/
theorem twoCentre_110 (Vσ Vπ Vδ : ℝ) :
    twoCentre Vσ Vπ Vδ ![1, 1, 0] = mirrorBlock ((3 * Vσ + Vδ) / 4) ((Vσ + 3 * Vδ) / 4)
      (-√3 / 4 * (Vσ - Vδ)) Vπ Vπ Vδ := by
  have h : √3 * √3 = 3 := Real.mul_self_sqrt (by norm_num)
  have hN : bondProj ![1, 1, 0] = !![1 / 2, 1 / 2, 0; 1 / 2, 1 / 2, 0; 0, 0, 0] := by
    ext i j
    fin_cases i <;> fin_cases j <;>
      norm_num [bondProj, vecMulVec_apply]
  -- only xy and 3z²-r² have a σ component
  have hS : sigmaChannel ![1, 1, 0] = !![3 / 4, -(√3 / 4), 0, 0, 0;
      -(√3 / 4), 1 / 4, 0, 0, 0; 0, 0, 0, 0, 0; 0, 0, 0, 0, 0; 0, 0, 0, 0, 0] := by
    unfold sigmaChannel
    rw [hN]
    unfold orbital
    generalize √3 = s at h ⊢
    ext a b
    fin_cases a <;> fin_cases b <;>
      simp [trace_fin_three, Matrix.mul_apply, Fin.sum_univ_three, -mul_eq_zero] <;> linarith
  -- the π channel is spanned by x²-y² and xz+yz
  have hP : piChannel ![1, 1, 0] = !![0, 0, 0, 0, 0; 0, 0, 0, 0, 0; 0, 0, 1, 0, 0;
      0, 0, 0, 1 / 2, 1 / 2; 0, 0, 0, 1 / 2, 1 / 2] := by
    unfold piChannel
    rw [hS, hN]
    unfold orbital
    generalize √3 = s at h ⊢
    ext a b
    fin_cases a <;> fin_cases b <;>
      simp [trace_fin_three, Matrix.mul_apply, Fin.sum_univ_three, -mul_eq_zero] <;> linarith
  unfold twoCentre
  rw [hS, hP]
  ext a b
  fin_cases a <;> fin_cases b <;> simp [mirrorBlock, -mul_eq_zero] <;> ring

/-- A mirror-invariant block is a two-centre block of a [110] bond exactly when
D = F, 2G = 3B - A and 2C = -√3 (A - B). -/
theorem isTwoCentre_110_iff (A B C D F G : ℝ) :
    (∃ Vσ Vπ Vδ, mirrorBlock A B C D F G = twoCentre Vσ Vπ Vδ ![1, 1, 0]) ↔
      D = F ∧ 2 * G = 3 * B - A ∧ 2 * C = -√3 * (A - B) := by
  constructor
  · rintro ⟨Vσ, Vπ, Vδ, h⟩
    rw [twoCentre_110, mirrorBlock_inj] at h
    obtain ⟨hA, hB, hC, hD, hF, hG⟩ := h
    rw [hA, hB, hC, hD, hF, hG]
    exact ⟨rfl, by ring, by ring⟩
  · rintro ⟨hD, hG, hC⟩
    refine ⟨(3 * A - B) / 2, D, G, ?_⟩
    rw [twoCentre_110, mirrorBlock_inj]
    exact ⟨by linarith, by linarith, by linear_combination hC / 2 - √3 / 8 * hG,
      rfl, hD.symm, rfl⟩

/-- The σ, π and δ integrals of a [110] two-centre block are read off from its entries. -/
theorem integrals_of_block {A B C D F G Vσ Vπ Vδ : ℝ}
    (h : mirrorBlock A B C D F G = twoCentre Vσ Vπ Vδ ![1, 1, 0]) :
    Vσ = (3 * A - B) / 2 ∧ Vπ = D ∧ Vδ = G := by
  rw [twoCentre_110, mirrorBlock_inj] at h
  obtain ⟨hA, hB, -, hD, -, hG⟩ := h
  exact ⟨by linarith, hD.symm, hG.symm⟩

end

end SlaterKoster110
```

```lean
#print axioms SlaterKoster110.mirrorBlock_mulVec
-- 'SlaterKoster110.mirrorBlock_mulVec' depends on axioms: [propext, Classical.choice, Quot.sound]
#print axioms SlaterKoster110.finrank_mirrorInvariant
-- 'SlaterKoster110.finrank_mirrorInvariant' depends on axioms: [propext, Classical.choice, Quot.sound]
#print axioms SlaterKoster110.isTwoCentre_110_iff
-- 'SlaterKoster110.isTwoCentre_110_iff' depends on axioms: [propext, Classical.choice, Quot.sound]
#print axioms SlaterKoster110.integrals_of_block
-- 'SlaterKoster110.integrals_of_block' depends on axioms: [propext, Classical.choice, Quot.sound]
```

## Six parameters, three relations

The theorem `mem_mirrorInvariant_iff` says that a block is symmetric and commutes with both mirrors exactly when it has the form `mirrorBlock A B C D F G`. Here $A$, $B$ and $D$ are the diagonal entries for $xy$, $3z^2-r^2$ and $x^2-y^2$, and $C$ couples $xy$ to $3z^2-r^2$. By `mirrorBlock_mulVec`, $F$ and $G$ are the eigenvalues on $xz+yz$ and $xz-yz$; the code uses the vectors with entries $1, \pm1$, and the normalised orbitals are $(xz\pm yz)/\sqrt2$. The space of such blocks, `mirrorInvariant`, has dimension six by `finrank_mirrorInvariant`.

The theorem `isTwoCentre_110_iff` then states that real numbers $V_\sigma, V_\pi, V_\delta$ reproducing the block as a two-centre block along $[110]$ exist if and only if

$$D = F,\qquad 2G = 3B - A,\qquad 2C = -\sqrt3\,(A-B).$$

When they exist, `integrals_of_block` fixes them: $V_\sigma = (3A-B)/2$, $V_\pi = D$, $V_\delta = G$.

## The bond behind the matrices

An orthogonal operation $R$ takes the function $\mathbf r^T Q\,\mathbf r$ to the one with matrix $RQR^T$. With the inner product $\tfrac23\operatorname{tr}(Q_aQ_b)$ the five orbitals are orthonormal, so `rep R` is the matrix of $R$ in the orbital basis. The mirror matrices are therefore computed from the geometry and not put in by hand.

Both mirror planes contain the $[110]$ direction, so each mirror maps the bond to itself without exchanging its atoms. Symmetry of $M$ is a separate assumption. It stands for two equivalent atoms related by inversion through the bond centre: inversion swaps the atoms and leaves the even d orbitals unchanged, and for a real Hamiltonian the swapped block is the transpose.

The two-centre condition stands for a stronger idealisation, in which the surroundings of the bond are ignored and the potential is axially symmetric about it. Angular momentum about the bond is then conserved, which leaves one integral each for σ, π and δ. In the file, `twoCentre` encodes this as

$$V_\sigma S + V_\pi P + V_\delta(1-S-P).$$

Let $\hat n$ be the unit vector along the bond, $s_a = \hat n^TQ_a\hat n$, and $t_a = Q_a\hat n - s_a\hat n$ the part of $Q_a\hat n$ perpendicular to the bond. The channels are

$$S_{ab} = s_as_b,\qquad P_{ab} = \tfrac43\,t_a\cdot t_b .$$

For a bond along $z$, only $3z^2-r^2$ has $s_a\neq0$ and only $xz$ and $yz$ have $t_a\ne0$. The block is then diagonal with entries $V_\delta, V_\sigma, V_\delta, V_\pi, V_\pi$, as it should be.

The integrals are arbitrary real numbers here; no radial function or distance dependence enters. Nearest neighbours in an fcc crystal lie along $[110]$ and its equivalents, so for the neighbour along $[110]$ itself the relations show whether a d-d block with these symmetries, in a one-electron tight-binding model, fits the two-centre form. For the equivalent directions the orbitals have to be rotated along with the bond before the relations are applied.

## Why the mirrors leave six numbers

The mirror $z\to-z$ reverses $xz$ and $yz$ and keeps the other three orbitals. Its matrix is diagonal with entries $\zeta = (1,1,1,-1,-1)$, so commutation reads $(\zeta_a-\zeta_b)M_{ab}=0$, and every entry between $\{0,1,2\}$ and $\{3,4\}$ vanishes.

The mirror $x\leftrightarrow y$ reverses $x^2-y^2$ and exchanges $xz$ with $yz$. Commutation gives $M_{02} = -M_{02}$ and $M_{12}=-M_{12}$, so both vanish, and it gives $M_{33}=M_{44}$. With $M_{ab}=M_{ba}$, the free entries are $M_{00}$, $M_{11}$, $M_{01}$, $M_{22}$, $M_{33}$ and $M_{34}$. Setting $F=M_{33}+M_{34}$ and $G=M_{33}-M_{34}$ gives the stated block.

The Lean proof starts from `rep_one`, the orthonormality of the orbitals, which is checked entry by entry with $\sqrt3$ replaced by a symbol whose square is 3. In `rep_mirrors`, the auxiliary statement `key` says that if $R$ sends each orbital to a multiple of one of the five orbitals, its matrix can be read off from orthonormality. The proof of `mem_mirrorInvariant_iff` extracts the equations above as `hz`, `x02`, `x12` and `x34`, and `linarith` combines them with the symmetry `hS`. The converse is a direct multiplication. For the dimension, `mirrorBlockMap` is a linear map from $\mathbb R^6$ whose range is the invariant space, and `mirrorBlock_inj` makes it injective.

Symmetry of $M$ matters for the count. The matrix whose only nonzero entry is $M_{01}=1$ commutes with both mirrors, since $xy$ and $3z^2-r^2$ are even under each, but it is not of the six-parameter form. Without symmetry, the two couplings $M_{01}$ and $M_{10}$ would be independent and the dimension would be seven.

## Why [110] imposes three relations

For $\hat n=(1,1,0)/\sqrt2$ the σ components are

$$s = \left(\tfrac{\sqrt3}{2},\,-\tfrac12,\,0,\,0,\,0\right),$$

so $S$ has entries $S_{00}=\tfrac34$, $S_{11}=\tfrac14$, $S_{01}=S_{10}=-\tfrac{\sqrt3}4$ and zeros elsewhere.

For $xy$ and $3z^2-r^2$, $Q_a\hat n$ is parallel to $\hat n$, hence $t_0=t_1=0$. The other three are

$$t_2=\tfrac{\sqrt3}{2}\,\tfrac{(1,-1,0)}{\sqrt2},\qquad t_3=t_4=\tfrac{\sqrt3}{2}\,\tfrac{(0,0,1)}{\sqrt2}.$$

This gives $P_{22}=1$ and $P_{33}=P_{44}=P_{34}=P_{43}=\tfrac12$, with zeros elsewhere. The π channel therefore consists of $x^2-y^2$ and $(xz+yz)/\sqrt2$, while $(xz-yz)/\sqrt2$ belongs to δ. Adding the three channels yields

$$A=\frac{3V_\sigma+V_\delta}{4},\quad B=\frac{V_\sigma+3V_\delta}{4},\quad C=-\frac{\sqrt3}{4}(V_\sigma-V_\delta),\quad D=F=V_\pi,\quad G=V_\delta .$$

From these, $3B-A = 2V_\delta = 2G$. Also $A-B=(V_\sigma-V_\delta)/2$, so $2C=-\sqrt3(A-B)$.

Conversely, assume the three relations and set $V_\sigma=(3A-B)/2$, $V_\pi=D$, $V_\delta=G=(3B-A)/2$. Then

$$\frac{3V_\sigma+V_\delta}{4}=\frac{9A-3B+3B-A}{8}=A,\qquad \frac{V_\sigma+3V_\delta}{4}=\frac{3A-B+9B-3A}{8}=B,$$

and $V_\sigma-V_\delta=2(A-B)$ gives $-\tfrac{\sqrt3}{4}(V_\sigma-V_\delta)=-\tfrac{\sqrt3}{2}(A-B)=C$. The remaining entries agree because $D=F$. Since $3A-B=2V_\sigma$ for any two-centre block, the integrals are unique.

In `twoCentre_110`, the steps `hN`, `hS` and `hP` compute the projector onto the bond, $S$ and $P$, and the final comparison of entries produces the table for $A$ to $G$. After that, `isTwoCentre_110_iff` and `integrals_of_block` use `mirrorBlock_inj` to turn equality of blocks into six scalar equations. The equation for $C$ is closed by `linear_combination`, which combines the second and third relations.

## Two-centre blocks defined by axial symmetry

The two-centre condition could also be modelled as symmetry of $M$ together with commutation with every rotation about the bond. This describes the same blocks: the σ orbital and the π and δ pairs transform differently under these rotations, and a symmetric matrix that commutes with the rotations of a pair is a multiple of the identity on it. The three integrals would then emerge from a symmetry argument, whereas `twoCentre` writes them into the definition and makes the $[110]$ block a direct calculation.
